# The ADAPT energy gradient as a commutator expectation value, for bounded operators

The Hamiltonian $H$ and the anti-Hermitian generator $A$ are taken here to be bounded operators on a complex Hilbert space $V$, and the energy is a complex-valued function of one real parameter $\theta$. Boundedness makes $e^{\theta A}$ a convergent power series and avoids all questions of operator domains. It holds for every electronic Hamiltonian written in a finite orbital basis, since that is a finite matrix. It excludes the Schrödinger Hamiltonian in continuous space, whose kinetic energy is unbounded.

## Growing a unitary coupled cluster state

In unitary coupled cluster theory a trial state is built with exponentials of anti-Hermitian operators, such as $A = T - T^\dagger$ for an excitation operator $T$. The ADAPT procedure adds such exponentials one at a time. Given the current state $\psi$ and a pool of candidate generators, it considers for each candidate

$$\varphi(\theta) = e^{\theta A}\psi, \qquad E(\theta) = \langle \varphi(\theta), H\varphi(\theta)\rangle ,$$

and selects the candidate with the largest $|E'(0)|$. With $[X,Y] = XY - YX$, this slope is the expectation value of $[H,A]$ in the current state, so for a single new exponential with bounded $H$ and $A$ it can be found without preparing $\varphi(\theta)$ at any $\theta \neq 0$.

## What is stated, and in which conventions

The main theorem, `adapt_gradient`, says that if $A^\dagger = -A$, then

$$E'(0) = \langle\psi,[H,A]\psi\rangle, \qquad E''(0) = \langle\psi,[[H,A],A]\psi\rangle .$$

The Lean objects correspond to the physics as follows.

- `V →L[ℂ] V` is the type of bounded operators on $V$, and `star` is the adjoint, so `star A = -A` says that $A$ is anti-Hermitian.
- `ansatz A ψ θ` is $\varphi(\theta)$, `expect O φ` is $\langle\varphi,O\varphi\rangle$, and `energy H A ψ θ` is $E(\theta)$. The inner product is conjugate-linear in its first argument.
- `HasDerivAt f d x` says that `f` is differentiable at `x` with derivative `d`. The second derivative is expressed by applying this to `deriv (energy H A ψ)`.

The vector $\psi$ may have any norm. For $\psi \neq 0$ the energy of the normalised trial state is $E(\theta)/\|\psi\|^2$, because $e^{\theta A}$ preserves the norm, and its derivatives are the ones above divided by the same constant.

`adapt_gradient` does not require $H$ to be Hermitian. That hypothesis, `IsSelfAdjoint H`, enters in two further results. The first, `stationary_of_eigenvector`, says that if $H\psi = e\psi$ with $e$ real, then $E'(0)=0$ and $E''(0) = 2\langle A\psi,(H-e)A\psi\rangle$. The second, `exists_lower_energy`, says that a nonzero gradient guarantees some $\theta$ with $E(\theta) < E(0)$.

The descent result gives no step length, and it does not say that the candidate with the largest gradient lowers the energy most. Vanishing gradients for a whole pool do not imply that $\psi$ is an eigenvector either, because the pool may lack a generator with a nonzero gradient. Simultaneous variation of several amplitudes, Trotter error and measurement noise are all absent from the model.

## Derivation by the product rule

Differentiating the exponential series gives $\varphi'(\theta) = A\varphi(\theta)$. The product rule and $\langle Ax,y\rangle = -\langle x,Ay\rangle$ then yield

$$E'(\theta) = \langle A\varphi,H\varphi\rangle + \langle\varphi,HA\varphi\rangle = -\langle\varphi,AH\varphi\rangle + \langle\varphi,HA\varphi\rangle = \langle\varphi,[H,A]\varphi\rangle .$$

This holds at every $\theta$ and for every bounded $H$. The right-hand side is again an energy function, with $[H,A]$ in the place of $H$, so the same formula applies to it:

$$E''(\theta) = \langle\varphi,[[H,A],A]\varphi\rangle .$$

Setting $\theta=0$, where $\varphi=\psi$, gives the main theorem. Repeating the step $n$ times gives the $n$-th derivative as the expectation value of an $n$-fold nested commutator in $\varphi(\theta)$. Choosing $H=1$ gives $[1,A]=0$, so $\|\varphi(\theta)\|^2$ is constant.

Now let $H$ be Hermitian with $H\psi=e\psi$. Then $\langle\psi,Hy\rangle = e\langle\psi,y\rangle$ for every $y$, and

$$E'(0) = \langle\psi,HA\psi\rangle - \langle\psi,AH\psi\rangle = e\langle\psi,A\psi\rangle - e\langle\psi,A\psi\rangle = 0 .$$

For the curvature, expand $[[H,A],A] = HA^2 - 2AHA + A^2H$. The outer terms contribute $2e\langle\psi,A^2\psi\rangle = -2e\langle A\psi,A\psi\rangle$, and the middle term contributes $2\langle A\psi,HA\psi\rangle$. Their sum is $2\langle A\psi,(H-e)A\psi\rangle$.

For descent, $H$ is Hermitian, so $E(\theta)$ is real. The commutator is Hermitian too, because

$$[H,A]^\dagger = A^\dagger H - HA^\dagger = -AH + HA = [H,A],$$

and therefore $E'(0)$ is real. If no $\theta$ gave a lower energy than $\theta=0$, then $\theta=0$ would be a minimum and $E'(0)$ would vanish. A nonzero gradient rules this out.

## The smallest system with a nonzero gradient

In one dimension all operators commute, $e^{\theta A}$ is a phase, and the energy is constant. Two levels are enough for a slope. Take

$$H=\begin{pmatrix}0&1\\1&0\end{pmatrix},\quad A=\begin{pmatrix}0&-1\\1&0\end{pmatrix},\quad \psi=\begin{pmatrix}1\\0\end{pmatrix},\quad [H,A]=\begin{pmatrix}2&0\\0&-2\end{pmatrix}.$$

The gradient is $2$, as `adapt_gradient_witness` confirms. Here the whole curve is easily written down: $\varphi(\theta)=(\cos\theta,\sin\theta)$ and $E(\theta)=\sin 2\theta$, which has slope $2$ at the origin and falls below $E(0)=0$ for small negative $\theta$.

## The Lean file

```lean
import Mathlib

namespace AdaptGradient

noncomputable section

variable {V : Type*} [NormedAddCommGroup V] [InnerProductSpace ℂ V]

/-- The commutator `[X, Y] = XY - YX` of two bounded operators. -/
def comm (X Y : V →L[ℂ] V) : V →L[ℂ] V := X * Y - Y * X

/-- The expectation value `⟨φ, O φ⟩` of a bounded operator `O`, for `φ` of any norm. -/
def expect (O : V →L[ℂ] V) (φ : V) : ℂ := inner ℂ φ (O φ)

/-- The trial state `exp(θ A) ψ` generated from the reference `ψ` by the operator `A`. -/
def ansatz (A : V →L[ℂ] V) (ψ : V) (θ : ℝ) : V :=
  NormedSpace.exp ((θ : ℂ) • A) ψ

/-- The energy function `E(θ) = ⟨exp(θ A) ψ, H exp(θ A) ψ⟩`. -/
def energy (H A : V →L[ℂ] V) (ψ : V) (θ : ℝ) : ℂ := expect H (ansatz A ψ θ)

variable [CompleteSpace V]

/-- An anti-Hermitian operator changes sign when it is moved across the inner product. -/
theorem inner_skew {A : V →L[ℂ] V} (hA : star A = -A) (x y : V) :
    inner ℂ (A x) y = -inner ℂ x (A y) := by
  rw [← ContinuousLinearMap.adjoint_inner_right, ← ContinuousLinearMap.star_eq_adjoint, hA,
    neg_apply, inner_neg_right]

/-- The trial state `φ(θ) = exp(θ A) ψ` obeys the equation of motion `dφ/dθ = A φ`. -/
theorem hasDerivAt_ansatz (A : V →L[ℂ] V) (ψ : V) (θ : ℝ) :
    HasDerivAt (ansatz A ψ) (A (ansatz A ψ θ)) θ := by
  -- differentiate in a complex parameter, then restrict to the real line
  have h : HasDerivAt (fun z : ℂ => NormedSpace.exp (z • A) ψ)
      (A (NormedSpace.exp ((θ : ℂ) • A) ψ)) (θ : ℂ) :=
    ((hasDerivAt_exp_smul_const' A (θ : ℂ)).clm_apply
      (hasDerivAt_const (θ : ℂ) ψ)).congr_deriv (by simp)
  have hc : HasDerivAt (fun t : ℝ => (t : ℂ)) 1 θ := by
    simpa using (hasDerivAt_id θ).ofReal_comp
  exact (HasDerivAt.scomp θ h hc).congr_deriv (one_smul ℂ _)

/-- For anti-Hermitian `A`, the slope of the energy at any `θ` is the expectation value of
`[H, A]` in the trial state at that `θ`. -/
theorem hasDerivAt_energy (H : V →L[ℂ] V) {A : V →L[ℂ] V} (hA : star A = -A)
    (ψ : V) (θ : ℝ) :
    HasDerivAt (energy H A ψ) (energy (comm H A) A ψ θ) θ := by
  have h := hasDerivAt_ansatz A ψ θ
  have hH : HasDerivAt (fun t => H (ansatz A ψ t)) (H (A (ansatz A ψ θ))) θ :=
    (H.restrictScalars ℝ).hasFDerivAt.comp_hasDerivAt θ h
  refine (h.inner ℂ hH).congr_deriv ?_
  -- the bra contribution supplies the second half of the commutator
  change _ = inner ℂ (ansatz A ψ θ) (H (A (ansatz A ψ θ)) - A (H (ansatz A ψ θ)))
  rw [inner_skew hA, inner_sub_right, sub_eq_add_neg]

/-- For anti-Hermitian `A` the trial state keeps the norm of the reference. -/
theorem norm_ansatz {A : V →L[ℂ] V} (hA : star A = -A) (ψ : V) (θ : ℝ) :
    ‖ansatz A ψ θ‖ = ‖ψ‖ := by
  -- the identity commutes with `A`, so its expectation value is constant
  have h : ∀ t, HasDerivAt (energy 1 A ψ) 0 t := fun t =>
    (hasDerivAt_energy 1 hA ψ t).congr_deriv (by simp [energy, expect, comm])
  have hc := is_const_of_deriv_eq_zero (fun t => (h t).differentiableAt)
    (fun t => (h t).deriv) θ 0
  have h0 : ansatz A ψ 0 = ψ := by simp [ansatz]
  have hr := congrArg (fun z : ℂ => RCLike.re z) hc
  change RCLike.re (inner ℂ (ansatz A ψ θ) (ansatz A ψ θ)) =
    RCLike.re (inner ℂ (ansatz A ψ 0) (ansatz A ψ 0)) at hr
  rw [h0, inner_self_eq_norm_sq, inner_self_eq_norm_sq] at hr
  exact (sq_eq_sq₀ (norm_nonneg _) (norm_nonneg _)).1 hr

/-- For anti-Hermitian `A`, the `n`-th derivative of the energy is the expectation value of the
`n`-fold nested commutator `[...[[H, A], A]..., A]` in the trial state. -/
theorem iteratedDeriv_energy (H : V →L[ℂ] V) {A : V →L[ℂ] V} (hA : star A = -A)
    (ψ : V) (n : ℕ) :
    iteratedDeriv n (energy H A ψ) = energy ((fun X => comm X A)^[n] H) A ψ := by
  induction n with
  | zero => simp
  | succ n ih =>
    rw [iteratedDeriv_succ, ih, Function.iterate_succ_apply']
    funext θ
    exact (hasDerivAt_energy _ hA ψ θ).deriv

/-- **ADAPT gradient and curvature.** For a bounded operator `H` and anti-Hermitian `A`,
`E'(0) = ⟨ψ, [H, A] ψ⟩` and `E''(0) = ⟨ψ, [[H, A], A] ψ⟩`. -/
theorem adapt_gradient (H : V →L[ℂ] V) {A : V →L[ℂ] V} (hA : star A = -A) (ψ : V) :
    HasDerivAt (energy H A ψ) (expect (comm H A) ψ) 0 ∧
    HasDerivAt (deriv (energy H A ψ)) (expect (comm (comm H A) A) ψ) 0 := by
  have h0 : ansatz A ψ 0 = ψ := by simp [ansatz]
  have hd : deriv (energy H A ψ) = energy (comm H A) A ψ :=
    funext fun θ => (hasDerivAt_energy H hA ψ θ).deriv
  rw [hd]
  exact ⟨(hasDerivAt_energy H hA ψ 0).congr_deriv (by rw [energy, h0]),
    (hasDerivAt_energy (comm H A) hA ψ 0).congr_deriv (by rw [energy, h0])⟩

/-- The expectation value of a Hermitian operator is real. -/
theorem expect_im {O : V →L[ℂ] V} (hO : IsSelfAdjoint O) (φ : V) : (expect O φ).im = 0 := by
  have hs : inner ℂ (O φ) φ = inner ℂ φ (O φ) := hO.isSymmetric φ φ
  apply Complex.conj_eq_iff_im.1
  rw [expect, inner_conj_symm, hs]

/-- If `H` is Hermitian, `A` anti-Hermitian and `H ψ = e ψ` with `e` real, then `E'(0) = 0` and
`E''(0) = 2 ⟨A ψ, (H - e) A ψ⟩`. -/
theorem stationary_of_eigenvector {H A : V →L[ℂ] V} (hH : IsSelfAdjoint H)
    (hA : star A = -A) {ψ : V} {e : ℝ} (he : H ψ = (e : ℂ) • ψ) :
    HasDerivAt (energy H A ψ) 0 0 ∧
    HasDerivAt (deriv (energy H A ψ))
      (2 * inner ℂ (A ψ) (H (A ψ) - (e : ℂ) • A ψ)) 0 := by
  obtain ⟨h1, h2⟩ := adapt_gradient H hA ψ
  have hs : ∀ x y, inner ℂ (H x) y = inner ℂ x (H y) := fun x y => hH.isSymmetric x y
  -- `H` acting to the left on the eigenvector gives the eigenvalue
  have hψ : ∀ y, inner ℂ ψ (H y) = (e : ℂ) * inner ℂ ψ y := by
    intro y
    rw [← hs, he, inner_smul_left, Complex.conj_ofReal]
  refine ⟨h1.congr_deriv ?_, h2.congr_deriv ?_⟩
  · change inner ℂ ψ (H (A ψ) - A (H ψ)) = 0
    rw [inner_sub_right, hψ, he, map_smul, inner_smul_right, sub_self]
  · change inner ℂ ψ ((H (A (A ψ)) - A (H (A ψ))) - A (H (A ψ) - A (H ψ))) = _
    simp only [map_sub, he, map_smul, inner_sub_right, inner_smul_right, hψ, inner_skew hA]
    ring

/-- For Hermitian `H` and anti-Hermitian `A` with `⟨ψ, [H, A] ψ⟩ ≠ 0`, some value of `θ` gives
an energy strictly below that of the reference. -/
theorem exists_lower_energy {H A : V →L[ℂ] V} (hH : IsSelfAdjoint H) (hA : star A = -A)
    {ψ : V} (hg : expect (comm H A) ψ ≠ 0) :
    ∃ θ : ℝ, (energy H A ψ θ).re < (energy H A ψ 0).re := by
  by_contra! h
  have hre : HasDerivAt (fun θ => (energy H A ψ θ).re) (expect (comm H A) ψ).re 0 :=
    Complex.reCLM.hasFDerivAt.comp_hasDerivAt 0 (adapt_gradient H hA ψ).1
  -- otherwise `θ = 0` is a minimum and the real part of the gradient vanishes
  have hmin : IsLocalMin (fun θ => (energy H A ψ θ).re) 0 := Filter.Eventually.of_forall h
  have hcomm : IsSelfAdjoint (comm H A) := by
    rw [IsSelfAdjoint, comm, star_sub, star_mul, star_mul, hA, hH.star_eq]
    noncomm_ring
  exact hg (Complex.ext (hmin.hasDerivAt_eq_zero hre) (expect_im hcomm ψ))

/-- In a two-level system, `H = σx` is Hermitian, the rotation generator `A` with rows `(0, -1)`
and `(1, 0)` is anti-Hermitian, and `⟨ψ, [H, A] ψ⟩ = 2` in the first basis state. -/
theorem adapt_gradient_witness :
    let H := Matrix.toEuclideanCLM (n := Fin 2) (𝕜 := ℂ) !![0, 1; 1, 0]
    let A := Matrix.toEuclideanCLM (n := Fin 2) (𝕜 := ℂ) !![0, -1; 1, 0]
    IsSelfAdjoint H ∧ star A = -A ∧ expect (comm H A) !₂[(1 : ℂ), 0] = 2 := by
  intro H A
  refine ⟨?_, ?_, ?_⟩
  · change star H = H
    rw [← map_star]
    congr 1
    ext i j
    fin_cases i <;> fin_cases j <;> simp [Matrix.star_apply]
  · rw [← map_star, ← map_neg]
    congr 1
    ext i j
    fin_cases i <;> fin_cases j <;> simp [Matrix.star_apply]
  · have hc : comm H A = Matrix.toEuclideanCLM (n := Fin 2) (𝕜 := ℂ) !![2, 0; 0, -2] := by
      have hm : (!![0, 1; 1, 0] * !![0, -1; 1, 0] - !![0, -1; 1, 0] * !![0, 1; 1, 0] :
          Matrix (Fin 2) (Fin 2) ℂ) = !![2, 0; 0, -2] := by
        ext i j
        fin_cases i <;> fin_cases j <;>
          norm_num [Matrix.mul_apply, Fin.sum_univ_succ]
      rw [← hm]
      simp only [comm, H, A, map_sub, map_mul]
    rw [hc, expect, Matrix.toEuclideanCLM_toLp]
    simp [PiLp.inner_apply, Fin.sum_univ_succ]

end

end AdaptGradient
```

```lean
#print axioms AdaptGradient.iteratedDeriv_energy
#print axioms AdaptGradient.adapt_gradient
#print axioms AdaptGradient.stationary_of_eigenvector
#print axioms AdaptGradient.exists_lower_energy
```

```
'AdaptGradient.iteratedDeriv_energy' depends on axioms: [propext, Classical.choice, Quot.sound]
'AdaptGradient.adapt_gradient' depends on axioms: [propext, Classical.choice, Quot.sound]
'AdaptGradient.stationary_of_eigenvector' depends on axioms: [propext, Classical.choice, Quot.sound]
'AdaptGradient.exists_lower_energy' depends on axioms: [propext, Classical.choice, Quot.sound]
```

## From the equation of motion to the commutators

`inner_skew` is the rule for moving $A$ across the inner product. `hasDerivAt_ansatz` is the equation of motion: it differentiates the exponential in a complex parameter, applies the result to the fixed vector $\psi$, and restricts to real $\theta$ by the chain rule.

`hasDerivAt_energy` carries the central calculation. The term `h.inner ℂ hH` is the product rule for $\langle\varphi,H\varphi\rangle$, and `congr_deriv` replaces the derivative it produces by the commutator form, once `inner_skew` has turned the bra contribution into $-\langle\varphi,AH\varphi\rangle$. Because $H$ is arbitrary in this lemma, the later results can apply it to other operators:

- `norm_ansatz` applies it to the identity, concludes that the squared norm is constant, and compares its values at $\theta$ and $0$.
- `iteratedDeriv_energy` applies it once in each step of an induction on $n$.
- `adapt_gradient` first identifies the function `deriv (energy H A ψ)` with the energy function of $[H,A]$, and then applies the lemma to both $H$ and $[H,A]$ at $\theta=0$.

## Eigenvectors, descent and the two-level check

In `stationary_of_eigenvector`, the auxiliary statement `hψ` is $\langle\psi,Hy\rangle=e\langle\psi,y\rangle$. The gradient then cancels by rewriting. For the curvature, `change` writes out the nested commutator, `simp only` splits it into separate inner products and moves every $A$ in a first argument to the second, and `ring` collects the terms.

`exists_lower_energy` argues by contradiction, as in the derivation. Lean's energy is complex-valued, so the minimum argument is applied to its real part and shows that the real part of the gradient is zero. The imaginary part is zero by `expect_im`, since the commutator is Hermitian. `Complex.ext` combines the two into a vanishing gradient, against the hypothesis.

`adapt_gradient_witness` converts the two matrices into operators with `Matrix.toEuclideanCLM`. This map respects products and adjoints, so the Hermiticity conditions and the commutator are checked entry by entry on $2\times2$ matrices.
